# At positive temperature, Fermi–Dirac occupations fix one chemical potential exactly when 0 < N < 2n

A code that spreads $N$ electrons over $n$ orbitals with Fermi–Dirac occupations commonly solves for a chemical potential first. If the equation for it had several roots, the occupations could depend on the starting bracket of the root finder. If it had none, the root finder would have nothing to find. The second case does occur: a request for $N = 2n$, a completely filled orbital set, has no finite solution at positive temperature, although rounding can make the computed count equal $2n$ at a finite chemical potential.

## The electron-count equation and its solvable range

Let the orbitals have real energies $e_i$, and let $T > 0$ be the temperature in energy units, so that $T$ stands for $k_\mathrm{B}$ times the absolute temperature. At chemical potential $\mu$, a spatial orbital of energy $e_i$ holds

$$f_i(\mu) = \frac{2}{1 + \exp((e_i - \mu)/T)}$$

electrons on average, and the average total is $C(\mu) = \sum_i f_i(\mu)$. This form describes independent electrons in thermal equilibrium with a reservoir, with both spins at the same energy. When it is used as smearing, $T$ is a parameter of the method and need not be the temperature of the sample.

The equation $C(\mu) = N$ has exactly one real solution if and only if $0 < N < 2n$. The number $N$ need not be an integer, and orbital energies may coincide.

For two levels $a$ and $b$ with two electrons, the solution is the midpoint $\mu = (a+b)/2$ at every $T > 0$. For levels at $-d$ and $d$ this gives $\mu = 0$. Both occupations are then infinitely differentiable in $d$, and both equal 1 where the levels cross at $d = 0$.

## Where a smeared orbital calculation solves for μ

In a common form of self-consistent field calculation with Fermi–Dirac smearing, each cycle diagonalises an effective one-electron matrix, solves $C(\mu) = N$ for the new energies, and builds a new density from the orbitals and their occupations $f_i$. Orbitals optimised in this way can also supply the active space of a multireference calculation. For fixed orbital energies and $0 < N < 2n$, the result guarantees that the inner solve has one answer; it doesn't address convergence of the outer cycle.

Bisection needs a bracket, and one is available in closed form. If all $n$ orbitals had the same energy $e$, the solution would be $e + T\ln\frac{N}{2n-N}$. Replacing every energy by the lowest one, $e_{\min}$, can only raise the count, and replacing every energy by the highest one, $e_{\max}$, can only lower it. The root therefore satisfies

$$e_{\min} + T\ln\frac{N}{2n-N} \;\le\; \mu \;\le\; e_{\max} + T\ln\frac{N}{2n-N}.$$

This bracket is an addition for implementers and is not in the Lean file. The logarithm diverges as $N$ approaches 0 or $2n$, so a code should treat empty and full orbital sets separately.

The midpoint rule provides a test with a known answer: two levels, two electrons, and a separation comparable to $T$ should return $(a+b)/2$. If the separation is very large compared with $T$, rounding makes the computed count flat across much of the gap. Many floating-point values of $\mu$ then meet the same tolerance, although the occupations they give are nearly identical.

## One root from monotonicity and two limits

Suppose first that there is at least one orbital, and take $\mu < \nu$. For every $i$,

$$\frac{e_i - \nu}{T} < \frac{e_i - \mu}{T}, \qquad\text{so}\qquad 1 + e^{(e_i-\nu)/T} < 1 + e^{(e_i-\mu)/T}.$$

Both denominators are positive, hence $f_i(\mu) < f_i(\nu)$. Summing over the orbitals gives $C(\mu) < C(\nu)$. The count is strictly increasing, so it takes no value twice.

For existence, let $\mu \to -\infty$. Then $(e_i-\mu)/T \to +\infty$, the exponential diverges and $f_i \to 0$. As $\mu \to +\infty$, the exponential tends to zero and $f_i \to 2$. The sum is finite, so $C$ tends to $0$ and to $2n$ at the two ends. If $0 < N < 2n$, there are values $\alpha$ and $\beta$ with $C(\alpha) < N < C(\beta)$. Since $C$ is continuous, it equals $N$ somewhere.

Conversely, the exponential is positive, so $0 < f_i(\mu) < 2$ for every $i$. Any attained count therefore lies strictly between $0$ and $2n$. With no orbitals at all, $C$ is identically zero: every $\mu$ solves $C(\mu) = 0$ and none solves $C(\mu) = N$ for $N \ne 0$. A unique solution never exists, in agreement with the empty condition $0 < N < 0$.

## The midpoint and the level crossing

For two levels, set $m = (a+b)/2$, $p = e^{(a-m)/T}$ and $q = e^{(b-m)/T}$. The exponents add to zero, so $pq = 1$, and

$$\frac{2}{1+p} + \frac{2}{1+q} = \frac{2(2+p+q)}{1+p+q+pq} = \frac{2(2+p+q)}{2+p+q} = 2.$$

Strict monotonicity excludes every other $\mu$.

With $a=-d$ and $b=d$ the midpoint is zero, and the occupations are

$$\frac{2}{1+e^{-d/T}} \qquad\text{and}\qquad \frac{2}{1+e^{d/T}}.$$

Each is a constant divided by a smooth function that never vanishes, so each is smooth in $d$. At $d=0$ both are $2/(1+1)=1$.

Integer filling behaves differently. At fixed $\mu$, as $T \to 0^+$, the ratio $(\varepsilon-\mu)/T$ for an orbital of energy $\varepsilon$ tends to $+\infty$ if $\varepsilon > \mu$ and to $-\infty$ if $\varepsilon < \mu$. The occupation tends to 0 or 2 accordingly. In the symmetric pair $\mu$ is zero at every temperature, so in this limit the two electrons switch levels abruptly as $d$ changes sign.

## The Lean file

```lean
import Mathlib

open Filter Topology
open scoped ContDiff

namespace FractionalOccupation

noncomputable section

/-- Fermi-Dirac occupation of a spatial orbital of energy `ε` at chemical potential `μ` and
temperature `T` (in energy units), for `T ≠ 0`. -/
def occupation (T μ ε : ℝ) : ℝ := 2 / (1 + Real.exp ((ε - μ) / T))

/-- Total number of electrons held by orbitals with energies `e i`, for `T ≠ 0`. -/
def electronCount {ι : Type*} [Fintype ι] (e : ι → ℝ) (T μ : ℝ) : ℝ :=
  ∑ i, occupation T μ (e i)

/-- Twice the Fermi-Dirac factor tends to zero when the reduced energy `x` tends to plus infinity.
-/
theorem fermi_tendsto_zero {α : Type*} {l : Filter α} {x : α → ℝ} (hx : Tendsto x l atTop) :
    Tendsto (fun a => 2 / (1 + Real.exp (x a))) l (𝓝 0) :=
  (tendsto_atTop_add_const_left l 1 (Real.tendsto_exp_atTop.comp hx)).const_div_atTop 2

/-- Twice the Fermi-Dirac factor tends to two when the reduced energy `x` tends to minus infinity.
-/
theorem fermi_tendsto_two {α : Type*} {l : Filter α} {x : α → ℝ} (hx : Tendsto x l atBot) :
    Tendsto (fun a => 2 / (1 + Real.exp (x a))) l (𝓝 2) := by
  have h : Tendsto (fun a => Real.exp (x a)) l (𝓝 0) := Real.tendsto_exp_atBot.comp hx
  have h2 : Tendsto (fun a => 2 / (1 + Real.exp (x a))) l (𝓝 (2 / (1 + 0))) :=
    tendsto_const_nhds.div (tendsto_const_nhds.add h) (by norm_num)
  rw [add_zero, div_one] at h2
  exact h2

/-- As the temperature falls to zero at fixed chemical potential, an orbital above it empties
and an orbital below it becomes doubly occupied. -/
theorem occupation_zero_temperature (μ ε : ℝ) :
    (μ < ε → Tendsto (fun T => occupation T μ ε) (𝓝[>] 0) (𝓝 0)) ∧
    (ε < μ → Tendsto (fun T => occupation T μ ε) (𝓝[>] 0) (𝓝 2)) := by
  have hinv : Tendsto (fun T : ℝ => T⁻¹) (𝓝[>] 0) atTop := tendsto_inv_nhdsGT_zero
  simp only [occupation, div_eq_mul_inv (ε - μ)]
  exact ⟨fun h => fermi_tendsto_zero (hinv.const_mul_atTop (sub_pos.mpr h)),
    fun h => fermi_tendsto_two (hinv.const_mul_atTop_of_neg (sub_neg.mpr h))⟩

/-- With at least one orbital and at positive temperature, the number of electrons strictly
increases with the chemical potential. -/
theorem electronCount_strictMono {ι : Type*} [Fintype ι] [Nonempty ι] (e : ι → ℝ) {T : ℝ}
    (hT : 0 < T) : StrictMono (electronCount e T) := by
  intro μ ν h
  refine Finset.sum_lt_sum_of_nonempty Finset.univ_nonempty (fun i _ => ?_)
  have hexp : Real.exp ((e i - ν) / T) < Real.exp ((e i - μ) / T) :=
    Real.exp_lt_exp.mpr (div_lt_div_of_pos_right (by linarith) hT)
  exact div_lt_div_of_pos_left two_pos (by positivity) (by linarith)

/-- At positive temperature, exactly one chemical potential gives `N` electrons if and only if
`N` lies strictly between zero and twice the number of orbitals. -/
theorem existsUnique_chemicalPotential_iff {ι : Type*} [Fintype ι] (e : ι → ℝ) {T : ℝ}
    (hT : 0 < T) (N : ℝ) :
    (∃! μ, electronCount e T μ = N) ↔ 0 < N ∧ N < 2 * (Fintype.card ι : ℝ) := by
  have hs : ∑ _i : ι, (2 : ℝ) = 2 * (Fintype.card ι : ℝ) := by simp [mul_comm]
  rcases isEmpty_or_nonempty ι with hι | hι
  · -- without orbitals the count is zero for every chemical potential
    constructor
    · rintro ⟨μ, hμ, hu⟩
      have h1 : μ + 1 = μ := hu (μ + 1) (by simpa [electronCount] using hμ)
      linarith
    · rintro ⟨h0, h1⟩
      have hc : (Fintype.card ι : ℝ) = 0 := by simp
      rw [hc] at h1
      linarith
  constructor
  · -- each occupation lies strictly between zero and two
    rintro ⟨μ, hμ, -⟩
    have hμ' : electronCount e T μ = N := hμ
    rw [← hμ', ← hs]
    constructor
    · refine Finset.sum_pos (fun i _ => ?_) Finset.univ_nonempty
      unfold occupation
      positivity
    · refine Finset.sum_lt_sum_of_nonempty Finset.univ_nonempty (fun i _ => ?_)
      unfold occupation
      rw [div_lt_iff₀ (by positivity)]
      linarith [Real.exp_pos ((e i - μ) / T)]
  · rintro ⟨h0, h1⟩
    have hcont : Continuous (electronCount e T) := by
      refine continuous_finsetSum _ (fun i _ => ?_)
      unfold occupation
      exact continuous_const.div (by fun_prop) (fun μ => by positivity)
    -- the count tends to zero and to full occupation at the two ends
    have hbot : Tendsto (electronCount e T) atBot (𝓝 (∑ _i : ι, (0 : ℝ))) := by
      refine tendsto_finsetSum _ (fun i _ => fermi_tendsto_zero ?_)
      simpa only [sub_eq_add_neg] using
        (tendsto_atTop_add_const_left atBot (e i) tendsto_neg_atBot_atTop).atTop_div_const hT
    have htop : Tendsto (electronCount e T) atTop (𝓝 (∑ _i : ι, (2 : ℝ))) := by
      refine tendsto_finsetSum _ (fun i _ => fermi_tendsto_two ?_)
      simpa only [sub_eq_add_neg] using
        (tendsto_atBot_add_const_left atTop (e i) tendsto_neg_atTop_atBot).atBot_div_const hT
    rw [Finset.sum_const_zero] at hbot
    rw [hs] at htop
    obtain ⟨a, ha⟩ := (hbot.eventually_lt_const h0).exists
    obtain ⟨b, hb⟩ := (htop.eventually_const_lt h1).exists
    obtain ⟨μ, hμ⟩ := mem_range_of_exists_le_of_exists_ge hcont ⟨a, ha.le⟩ ⟨b, hb.le⟩
    exact ⟨μ, hμ, fun ν hν => (electronCount_strictMono e hT).injective (hν.trans hμ.symm)⟩

/-- Two levels `a` and `b` hold two electrons at positive temperature exactly when the chemical
potential is midway between them. -/
theorem two_level_midpoint (a b μ : ℝ) {T : ℝ} (hT : 0 < T) :
    electronCount ![a, b] T μ = 2 ↔ μ = (a + b) / 2 := by
  have hmid : electronCount ![a, b] T ((a + b) / 2) = 2 := by
    -- at the midpoint the two exponentials are reciprocal
    have hpq : Real.exp ((a - (a + b) / 2) / T) * Real.exp ((b - (a + b) / 2) / T) = 1 := by
      rw [← Real.exp_add, ← add_div,
        show a - (a + b) / 2 + (b - (a + b) / 2) = 0 by ring, zero_div, Real.exp_zero]
    simp only [electronCount, occupation, Fin.sum_univ_two, Matrix.cons_val_zero,
      Matrix.cons_val_one]
    rw [div_add_div _ _ (by positivity) (by positivity), div_eq_iff (by positivity)]
    linear_combination (-2) * hpq
  constructor
  · intro h
    exact (electronCount_strictMono ![a, b] hT).injective (h.trans hmid.symm)
  · rintro rfl
    exact hmid

/-- At positive temperature, if `μ d` keeps two electrons in levels at `-d` and `d` for every `d`,
then `μ` vanishes, and both occupations are smooth functions of `d` that equal one at `d = 0`. -/
theorem two_level_occupations_smooth {T : ℝ} (hT : 0 < T) (μ : ℝ → ℝ)
    (hμ : ∀ d, electronCount ![-d, d] T (μ d) = 2) :
    (∀ d, μ d = 0) ∧
    ∀ i : Fin 2, ContDiff ℝ ∞ (fun d => occupation T (μ d) (![-d, d] i)) ∧
      occupation T (μ 0) (![-0, 0] i) = 1 := by
  have h0 : ∀ d, μ d = 0 := fun d => by
    have h := (two_level_midpoint (-d) d (μ d) hT).mp (hμ d)
    linarith
  have hs : ∀ s : ℝ, ContDiff ℝ ∞ (fun d : ℝ => occupation T 0 (s * d)) := fun s => by
    unfold occupation
    exact contDiff_const.div (by fun_prop) (fun d => by positivity)
  refine ⟨h0, ?_⟩
  simp only [h0]
  rw [Fin.forall_fin_two]
  exact ⟨⟨by simpa using hs (-1), by norm_num [occupation]⟩,
    ⟨by simpa using hs 1, by norm_num [occupation]⟩⟩

end

end FractionalOccupation
```

```lean
#print axioms FractionalOccupation.occupation_zero_temperature
-- 'FractionalOccupation.occupation_zero_temperature' depends on axioms: [propext, Classical.choice, Quot.sound]
#print axioms FractionalOccupation.existsUnique_chemicalPotential_iff
-- 'FractionalOccupation.existsUnique_chemicalPotential_iff' depends on axioms: [propext, Classical.choice, Quot.sound]
#print axioms FractionalOccupation.two_level_occupations_smooth
-- 'FractionalOccupation.two_level_occupations_smooth' depends on axioms: [propext, Classical.choice, Quot.sound]
```

## The theorems in words

`occupation T μ ε` is the occupation of one spatial orbital, and `electronCount e T μ` is the sum $C(\mu)$. The orbitals are labelled by a finite type `ι`, the function `e : ι → ℝ` gives their energies, and `Fintype.card ι` is $n$. The factor 2 fixes the spin-restricted convention.

- `existsUnique_chemicalPotential_iff` is the main equivalence. Its symbol `∃!` means that some `μ` gives the count `N` and that any other real number doing so equals it. The hypothesis `hT` requires positive temperature, and `ι` may be empty.
- `two_level_midpoint` says that levels `a` and `b`, written as the vector `![a, b]`, hold two electrons exactly when `μ = (a + b) / 2`.
- `two_level_occupations_smooth` takes any function `μ` of `d` that keeps two electrons in the levels at `-d` and `d`. It concludes that this function is zero everywhere, that both occupations are infinitely differentiable on the whole real line (`ContDiff ℝ ∞`), and that both equal 1 at zero. No smoothness of `μ` is assumed. The zero function meets the condition, by the midpoint theorem.
- `occupation_zero_temperature` gives the two limits as `T` approaches zero from above, written `𝓝[>] 0`, with `μ` held fixed.

## How the Lean proof follows the derivation

The lemmas `fermi_tendsto_zero` and `fermi_tendsto_two` treat $2/(1+e^x)$ when $x$ tends to plus or minus infinity. They leave open which variable drives $x$, so they serve both the low-temperature limit and the limits in $\mu$.

`electronCount_strictMono` compares the exponentials, then the fractions, and finally the sums. It assumes at least one orbital, because an empty sum is constant.

The main theorem splits off the empty case first. There, if `μ` were the unique solution, `μ + 1` would be a solution too, which is a contradiction. For a nonempty set, the forward direction sums the strict bounds on each occupation. The reverse direction proves continuity in `hcont` and the two limits in `hbot` and `htop`, extracts points `a` and `b` whose counts lie below and above `N`, and obtains a root from the intermediate value theorem. Injectivity of a strictly increasing function supplies uniqueness.

In `two_level_midpoint`, the fact `hpq` is $pq=1$. After the fractions have been combined and the denominators cleared, `linear_combination (-2) * hpq` closes the remaining polynomial identity. The last theorem uses the midpoint result to replace `μ d` by zero, then proves smoothness for an energy `s * d` and sets `s` to $-1$ and $1$.

## An intermediate value theorem that takes an unordered bracket

Existence turns on Mathlib's `mem_range_of_exists_le_of_exists_ge`. For a continuous real function on the real line, it needs one point where the function is at most the target and one where it is at least the target. It returns the target as a member of the function's range, which unpacks to a point `μ` and the equation that it satisfies.

The lemma doesn't ask which of the two points is further left, and it needs no closed interval. This suits the limits: each says that an inequality holds eventually, and `.exists` picks a point where it does. The strict inequalities are weakened by `ha.le` and `hb.le` to the form that the lemma expects. The root comes without a formula or an algorithm, so a code still needs its own solver.

## Fixed energies and exact real numbers

The main theorem covers finitely many independent orbitals with given energies. In a self-consistent calculation the energies depend on the occupations, and a unique $\mu$ in each cycle does not make the converged density unique. Other smearing functions are not covered. With separate chemical potentials for the two spins, the theorem can be applied to each spin in turn, using that spin's orbital energies and twice its number of electrons in place of $N$.

The smoothness theorem concerns two levels whose energies are exactly $-d$ and $d$. It makes no statement about a molecular energy surface, where couplings and orbital relaxation also matter. Similarly, the low-temperature theorem fixes $\mu$; it does not follow the chemical potential of a general system at constant $N$, and it leaves out an orbital lying exactly at $\mu$.

All of this holds for real numbers. Rounding, overflow of the exponential and the stopping rule remain the responsibility of the implementation.
